# In the ordered phase of a quartic Landau model with three real excitonic amplitudes, the sign of the intensity coupling selects one or three wavevectors

Let Δ₀, Δ₁, Δ₂ be real excitonic amplitudes at three wavevectors, with Landau energy

F = −rS + uS² + vQ,

S = Δ₀² + Δ₁² + Δ₂²,

Q = Δ₀²Δ₁² + Δ₁²Δ₂² + Δ₂²Δ₀².

If r > 0, u > 0 and v > −3u, then F has a global minimizer. For v > 0 every minimizer has exactly one nonzero amplitude, with square r/(2u). For v < 0 all three amplitudes have the same nonzero modulus, with square r/(2(3u+v)).

When an electronic-structure calculation supplies the coefficients of this model, the sign of v therefore decides between the two patterns, provided that the coefficients satisfy the conditions above and that three uniform real amplitudes with this energy, which has no cubic term, are an adequate description.

## Three real amplitudes and their energy

```lean
import Mathlib

open Finset

namespace ExcitonicDensityWave

noncomputable section
```

A state is a function `Δ : Fin 3 → ℝ`, whose values at the indices 0, 1 and 2 are the three amplitudes. The total intensity S is `intensity`, and Q is `overlap`.

```lean
/-- Total intensity of the three excitonic amplitudes. -/
def intensity (Δ : Fin 3 → ℝ) : ℝ := Δ 0 ^ 2 + Δ 1 ^ 2 + Δ 2 ^ 2

/-- Overlap of the intensities at different wavevectors. -/
def overlap (Δ : Fin 3 → ℝ) : ℝ :=
  Δ 0 ^ 2 * Δ 1 ^ 2 + Δ 1 ^ 2 * Δ 2 ^ 2 + Δ 2 ^ 2 * Δ 0 ^ 2
```

A third quantity, D, measures how unequal the intensities are:

D = (Δ₀² − Δ₁²)² + (Δ₁² − Δ₂²)² + (Δ₂² − Δ₀²)².

```lean
/-- Sum of the squared differences between the three intensities. -/
def imbalance (Δ : Fin 3 → ℝ) : ℝ :=
  (Δ 0 ^ 2 - Δ 1 ^ 2) ^ 2 + (Δ 1 ^ 2 - Δ 2 ^ 2) ^ 2 + (Δ 2 ^ 2 - Δ 0 ^ 2) ^ 2
```

The energy is written with −r, so positive r favours condensation. It is postulated, not derived from a microscopic Hamiltonian. It has no gradient terms, fluctuations or relative phases of complex amplitudes, and no cubic term Δ₀Δ₁Δ₂, which some lattices allow.

```lean
/-- Quartic Landau energy of three real excitonic amplitudes. -/
def energy (r u v : ℝ) (Δ : Fin 3 → ℝ) : ℝ :=
  -r * intensity Δ + u * intensity Δ ^ 2 + v * overlap Δ
```

A ground state here means a global minimizer over all real triples, not an eigenvector of a Hamiltonian.

```lean
/-- A ground state is a global minimizer of the Landau energy. -/
def IsGroundState (r u v : ℝ) (Δ : Fin 3 → ℝ) : Prop :=
  ∀ Δ', energy r u v Δ ≤ energy r u v Δ'
```

The two patterns are predicates on a state. `SingleQ` says that one amplitude is nonzero and the others vanish; `TripleQ` says that the three moduli agree and are positive. Neither fixes the signs of the amplitudes.

```lean
/-- Single-wavevector order: exactly one amplitude is nonzero. -/
def SingleQ (Δ : Fin 3 → ℝ) : Prop := ∃ i, Δ i ≠ 0 ∧ ∀ j, j ≠ i → Δ j = 0

/-- Triple-wavevector order: all amplitudes have the same nonzero modulus. -/
def TripleQ (Δ : Fin 3 → ℝ) : Prop :=
  0 < |Δ 0| ∧ |Δ 1| = |Δ 0| ∧ |Δ 2| = |Δ 0|
```

## Two ways to complete the square

Multiplying F by 4u and adding r² gives

4uF + r² = 4u²S² − 4urS + r² + 4uvQ = (2uS − r)² + 4uvQ.

This form suits v ≥ 0, because both terms on the right are then nonnegative when u > 0.

```lean
/-- Completing the square in the total intensity leaves the overlap term. -/
theorem energy_overlap_form (r u v : ℝ) (Δ : Fin 3 → ℝ) :
    4 * u * energy r u v Δ + r ^ 2 =
      (2 * u * intensity Δ - r) ^ 2 + 4 * u * (v * overlap Δ) := by
  unfold energy
  ring
```

For negative v, Q has to be replaced. Expanding D gives

D = 2(Δ₀⁴ + Δ₁⁴ + Δ₂⁴) − 2Q = 2(S² − 2Q) − 2Q = 2S² − 6Q,

so Q = S²/3 − D/6. With w = 3u + v,

F = −rS + (w/3)S² − (v/6)D,

12wF + 9r² = (2wS − 3r)² − 2wvD.

Both terms on the right are nonnegative when w > 0 and v < 0. In Lean each identity follows by unfolding the definitions and calling `ring`.

```lean
/-- Completing the square with the stiffness `3u + v` leaves the imbalance term. -/
theorem energy_imbalance_form (r u v : ℝ) (Δ : Fin 3 → ℝ) :
    12 * (3 * u + v) * energy r u v Δ + 9 * r ^ 2 =
      (2 * (3 * u + v) * intensity Δ - 3 * r) ^ 2
        + 2 * (3 * u + v) * (-v) * imbalance Δ := by
  unfold energy intensity overlap imbalance
  ring
```

## u > 0: a single condensate saturates

The coefficient u limits the growth of one amplitude on its own. By hand, u > 0 makes 4u a positive factor, so minimizing F is the same as minimizing (2uS − r)² + 4uvQ. For v ≥ 0 this is at least zero, and it equals zero at the state (a, 0, 0) with 2ua² = r. The minimizers are therefore exactly the states with 2uS = r and vQ = 0.

The proof uses u > 0 in `hc`. In the forward direction it multiplies the comparison with `![a, 0, 0]` by 4u, and `le_antisymm` then forces each nonnegative term to be zero. In the reverse direction `le_of_mul_le_mul_left` cancels the factor.

```lean
/-- For `r, u > 0` and `v ≥ 0`, the ground states are the states for which
`2u` times the total intensity is `r` and the overlap energy vanishes. -/
theorem groundState_iff_of_nonneg {r u v : ℝ} (hr : 0 < r) (hu : 0 < u) (hv : 0 ≤ v)
    (Δ : Fin 3 → ℝ) :
    IsGroundState r u v Δ ↔ 2 * u * intensity Δ = r ∧ v * overlap Δ = 0 := by
  have hc : 0 < 4 * u := by positivity
  have hpos : ∀ Δ', 0 ≤ 4 * u * (v * overlap Δ') := fun Δ' => by
    unfold overlap
    positivity
  constructor
  · intro h
    -- compare with a state that has one nonzero amplitude
    obtain ⟨a, ha⟩ : ∃ a : ℝ, 2 * u * a ^ 2 = r :=
      ⟨√(r / (2 * u)), by rw [Real.sq_sqrt (by positivity)]; field_simp⟩
    have hS : 2 * u * intensity ![a, 0, 0] = r := by simpa [intensity] using ha
    have hQ : overlap ![a, 0, 0] = 0 := by simp [overlap]
    have e0 := energy_overlap_form r u v ![a, 0, 0]
    rw [hS, hQ] at e0
    have e := energy_overlap_form r u v Δ
    have hle := mul_le_mul_of_nonneg_left (h ![a, 0, 0]) hc.le
    have hsq := sq_nonneg (2 * u * intensity Δ - r)
    have h1 : (2 * u * intensity Δ - r) ^ 2 = 0 :=
      le_antisymm (by linarith [hpos Δ]) hsq
    have h2 : 4 * u * (v * overlap Δ) = 0 := le_antisymm (by linarith) (hpos Δ)
    exact ⟨sub_eq_zero.1 ((pow_eq_zero_iff two_ne_zero).1 h1),
      (mul_eq_zero.1 h2).resolve_left hc.ne'⟩
  · rintro ⟨hS, hQ⟩ Δ'
    have e := energy_overlap_form r u v Δ
    rw [hS, hQ] at e
    refine le_of_mul_le_mul_left ?_ hc
    linarith [energy_overlap_form r u v Δ', hpos Δ',
      sq_nonneg (2 * u * intensity Δ' - r)]
```

The condition u ≥ 0 would not be enough. With u = 0 and r = v = 1, the state (a, 0, 0) has F = −a², which has no lower bound, although v > −3u holds.

## v > 0: coexistence costs energy

A positive v penalizes intensity at two wavevectors at once. By hand, vQ = 0 now gives Q = 0. Since Q is a sum of three nonnegative products, each product vanishes, so every pair of amplitudes contains a zero. At least two amplitudes are then zero, and 2uS = r fixes the square of the remaining one as r/(2u).

In the proof, `hv.ne'` removes the factor v, the facts `q1`, `q2` and `q3` are the vanishing products, and `tauto` finds the two zeros. The three cases then name the surviving index; the converse is direct substitution.

```lean
/-- For `r, u, v > 0`, the ground states have one squared amplitude equal to
`r / (2u)` and the other two amplitudes zero. -/
theorem groundState_iff_single {r u v : ℝ} (hr : 0 < r) (hu : 0 < u) (hv : 0 < v)
    (Δ : Fin 3 → ℝ) :
    IsGroundState r u v Δ ↔
      ∃ i, Δ i ^ 2 = r / (2 * u) ∧ ∀ j, j ≠ i → Δ j = 0 := by
  have hne : 2 * u ≠ 0 := by positivity
  rw [groundState_iff_of_nonneg hr hu hv.le]
  constructor
  · rintro ⟨hS, hQ⟩
    have hQ' := (mul_eq_zero.1 hQ).resolve_left hv.ne'
    unfold overlap at hQ'
    unfold intensity at hS
    -- each pair of amplitudes contains a zero
    have p1 := mul_nonneg (sq_nonneg (Δ 0)) (sq_nonneg (Δ 1))
    have p2 := mul_nonneg (sq_nonneg (Δ 1)) (sq_nonneg (Δ 2))
    have p3 := mul_nonneg (sq_nonneg (Δ 2)) (sq_nonneg (Δ 0))
    have q1 : Δ 0 ^ 2 * Δ 1 ^ 2 = 0 := by linarith
    have q2 : Δ 1 ^ 2 * Δ 2 ^ 2 = 0 := by linarith
    have q3 : Δ 2 ^ 2 * Δ 0 ^ 2 = 0 := by linarith
    have z1 : Δ 0 = 0 ∨ Δ 1 = 0 := by simpa using q1
    have z2 : Δ 1 = 0 ∨ Δ 2 = 0 := by simpa using q2
    have z3 : Δ 2 = 0 ∨ Δ 0 = 0 := by simpa using q3
    have two : Δ 0 = 0 ∧ Δ 1 = 0 ∨ Δ 0 = 0 ∧ Δ 2 = 0 ∨ Δ 1 = 0 ∧ Δ 2 = 0 := by
      tauto
    rcases two with ⟨a, b⟩ | ⟨a, b⟩ | ⟨a, b⟩ <;> rw [a, b] at hS
    · refine ⟨2, (eq_div_iff hne).2 (by linarith), fun j hj => ?_⟩
      fin_cases j
      exacts [a, b, (hj rfl).elim]
    · refine ⟨1, (eq_div_iff hne).2 (by linarith), fun j hj => ?_⟩
      fin_cases j
      exacts [a, (hj rfl).elim, b]
    · refine ⟨0, (eq_div_iff hne).2 (by linarith), fun j hj => ?_⟩
      fin_cases j
      exacts [(hj rfl).elim, a, b]
  · rintro ⟨i, hi, hj⟩
    rw [eq_div_iff hne] at hi
    rcases (by fin_cases i <;> simp : i = 0 ∨ i = 1 ∨ i = 2) with rfl | rfl | rfl
    · have a := hj 1 (by decide)
      have b := hj 2 (by decide)
      exact ⟨by simp only [intensity, a, b]; linarith, by simp [overlap, a, b]⟩
    · have a := hj 0 (by decide)
      have b := hj 2 (by decide)
      exact ⟨by simp only [intensity, a, b]; linarith, by simp [overlap, a, b]⟩
    · have a := hj 0 (by decide)
      have b := hj 1 (by decide)
      exact ⟨by simp only [intensity, a, b]; linarith, by simp [overlap, a, b]⟩
```

## v < 0: coexistence lowers the energy

A negative v rewards overlap between the intensities. By hand, the second identity applies with w > 0. Its right side is zero when all squared amplitudes equal r/(2w), so at any minimizer both terms must vanish. Then D = 0 makes the intensities equal, and 2wS = 3r gives each of them the value r/(2w).

In the proof, `hk` records that the coefficient −2wv of D is positive, which is where v < 0 enters. The auxiliary statement `key` evaluates the energy at the equal-amplitude states, and `d1` and `d3` extract the equal intensities from D = 0. The theorem has no separate assumption u > 0, because −3u < v < 0 implies it.

```lean
/-- For `r > 0` and `-3u < v < 0`, the ground states are the states whose three
squared amplitudes all equal `r / (2(3u + v))`. -/
theorem groundState_iff_triple {r u v : ℝ} (hr : 0 < r) (hs : -3 * u < v) (hv : v < 0)
    (Δ : Fin 3 → ℝ) :
    IsGroundState r u v Δ ↔ ∀ i, Δ i ^ 2 = r / (2 * (3 * u + v)) := by
  have hw : 0 < 3 * u + v := by linarith
  have hne : 2 * (3 * u + v) ≠ 0 := by positivity
  have hc : 0 < 12 * (3 * u + v) := by positivity
  have hk : 0 < 2 * (3 * u + v) * (-v) := mul_pos (by positivity) (neg_pos.2 hv)
  have hpos : ∀ Δ', 0 ≤ 2 * (3 * u + v) * (-v) * imbalance Δ' := fun Δ' =>
    mul_nonneg hk.le (by unfold imbalance; positivity)
  -- equal intensities of the right size make both terms of the identity vanish
  have key : ∀ Δ' : Fin 3 → ℝ, (∀ i, Δ' i ^ 2 = r / (2 * (3 * u + v))) →
      12 * (3 * u + v) * energy r u v Δ' + 9 * r ^ 2 = 0 := by
    intro Δ' h
    have h' := fun i => (eq_div_iff hne).1 (h i)
    have hS : 2 * (3 * u + v) * intensity Δ' = 3 * r := by
      unfold intensity
      linarith [h' 0, h' 1, h' 2]
    have hD : imbalance Δ' = 0 := by simp [imbalance, h]
    rw [energy_imbalance_form, hS, hD]
    ring
  constructor
  · intro h
    have e0 := key (fun _ => √(r / (2 * (3 * u + v))))
      (fun _ => Real.sq_sqrt (by positivity))
    have hle := mul_le_mul_of_nonneg_left
      (h (fun _ => √(r / (2 * (3 * u + v))))) hc.le
    have e := energy_imbalance_form r u v Δ
    have hsq := sq_nonneg (2 * (3 * u + v) * intensity Δ - 3 * r)
    have h1 : (2 * (3 * u + v) * intensity Δ - 3 * r) ^ 2 = 0 :=
      le_antisymm (by linarith [hpos Δ]) hsq
    have h2 : 2 * (3 * u + v) * (-v) * imbalance Δ = 0 :=
      le_antisymm (by linarith) (hpos Δ)
    have hS := sub_eq_zero.1 ((pow_eq_zero_iff two_ne_zero).1 h1)
    have hD := (mul_eq_zero.1 h2).resolve_left hk.ne'
    unfold imbalance at hD
    unfold intensity at hS
    have s1 := sq_nonneg (Δ 0 ^ 2 - Δ 1 ^ 2)
    have s2 := sq_nonneg (Δ 1 ^ 2 - Δ 2 ^ 2)
    have s3 := sq_nonneg (Δ 2 ^ 2 - Δ 0 ^ 2)
    have d1 : (Δ 0 ^ 2 - Δ 1 ^ 2) ^ 2 = 0 := le_antisymm (by linarith) s1
    have d3 : (Δ 2 ^ 2 - Δ 0 ^ 2) ^ 2 = 0 := le_antisymm (by linarith) s3
    have y : Δ 1 ^ 2 = Δ 0 ^ 2 :=
      (sub_eq_zero.1 ((pow_eq_zero_iff two_ne_zero).1 d1)).symm
    have z : Δ 2 ^ 2 = Δ 0 ^ 2 := sub_eq_zero.1 ((pow_eq_zero_iff two_ne_zero).1 d3)
    rw [y, z] at hS
    have x : Δ 0 ^ 2 = r / (2 * (3 * u + v)) := (eq_div_iff hne).2 (by linarith)
    intro i
    fin_cases i
    exacts [x, y.trans x, z.trans x]
  · intro h Δ'
    refine le_of_mul_le_mul_left ?_ hc
    linarith [key Δ h, energy_imbalance_form r u v Δ', hpos Δ',
      sq_nonneg (2 * (3 * u + v) * intensity Δ' - 3 * r)]
```

## r > 0: the disordered state is unstable

A positive r means that the state without excitonic order can lower its energy by developing a small amplitude, as it does below a mean-field transition temperature. By hand, r > 0 provides real amplitudes with squares r/(2u) or r/(2w), and it makes them nonzero.

The selection theorem uses it in both ways. Existence comes from explicit square roots, with a case split on the sign of v. For the pattern of order, the preceding characterizations give the squared amplitudes, and `hp` shows that they are positive. Equal squares become equal moduli through `sq_eq_sq_iff_abs_eq_abs`.

```lean
/-- For `r, u > 0` and `v > -3u` a ground state exists; every ground state has
single-wavevector order if `v > 0` and triple-wavevector order if `v < 0`. -/
theorem sign_selects_order {r u v : ℝ} (hr : 0 < r) (hu : 0 < u) (hs : -3 * u < v) :
    (∃ Δ, IsGroundState r u v Δ) ∧
    (0 < v → ∀ Δ, IsGroundState r u v Δ → SingleQ Δ) ∧
    (v < 0 → ∀ Δ, IsGroundState r u v Δ → TripleQ Δ) := by
  have hw : 0 < 3 * u + v := by linarith
  refine ⟨?_, fun hv Δ h => ?_, fun hv Δ h => ?_⟩
  · rcases lt_or_ge v 0 with hv | hv
    · exact ⟨fun _ => √(r / (2 * (3 * u + v))),
        (groundState_iff_triple hr hs hv _).2 fun _ => Real.sq_sqrt (by positivity)⟩
    · refine ⟨![√(r / (2 * u)), 0, 0], (groundState_iff_of_nonneg hr hu hv _).2 ⟨?_, ?_⟩⟩
      · have ha : √(r / (2 * u)) ^ 2 = r / (2 * u) := Real.sq_sqrt (by positivity)
        have hS : intensity ![√(r / (2 * u)), 0, 0] = √(r / (2 * u)) ^ 2 := by
          simp [intensity]
        rw [hS, ha]
        field_simp
      · simp [overlap]
  · obtain ⟨i, hi, hj⟩ := (groundState_iff_single hr hu hv Δ).1 h
    refine ⟨i, fun h0 => ?_, hj⟩
    have hp : 0 < r / (2 * u) := by positivity
    rw [h0] at hi
    linarith
  · have hq := (groundState_iff_triple hr hs hv Δ).1 h
    refine ⟨abs_pos.2 fun h0 => ?_, sq_eq_sq_iff_abs_eq_abs _ _ |>.1 ((hq 1).trans (hq 0).symm),
      sq_eq_sq_iff_abs_eq_abs _ _ |>.1 ((hq 2).trans (hq 0).symm)⟩
    have hp : 0 < r / (2 * (3 * u + v)) := by positivity
    have hx := hq 0
    rw [h0] at hx
    linarith
```

The condition r ≥ 0 would not be enough. With r = 0 and u = v = 1, F = S² + Q is minimized only by the zero state, which has neither kind of order.

For a numerical instance, take r = 4 and u = 1.

- At v = 1, the state (√2, 0, 0) has S = 2 and Q = 0, so F = −8 + 4 = −4. The best equal-amplitude state has squares 1/2, S = 3/2 and Q = 3/4, so F = −6 + 9/4 + 3/4 = −3. One wavevector wins.
- At v = −1, the state (1, 1, 1) has S = Q = 3, so F = −12 + 9 − 3 = −6. The single-wavevector state still has F = −4. Three wavevectors win.

## v ≠ 0: the continuous degeneracy is lifted

At v = 0 the energy depends on the total intensity alone, and nothing distinguishes one distribution among the wavevectors from another. By hand, the condition vQ = 0 becomes empty and only 2uS = r remains, so the minimizers form a whole sphere. The proof specializes `groundState_iff_of_nonneg` to v = 0.

```lean
/-- For `r, u > 0` and `v = 0`, the ground states are all states of total
intensity `r / (2u)`. -/
theorem groundState_iff_sphere {r u : ℝ} (hr : 0 < r) (hu : 0 < u) (Δ : Fin 3 → ℝ) :
    IsGroundState r u 0 Δ ↔ intensity Δ = r / (2 * u) := by
  have hne : 2 * u ≠ 0 := by positivity
  rw [groundState_iff_of_nonneg hr hu le_rfl, eq_div_iff hne]
  exact ⟨fun h => by linarith [h.1], fun h => ⟨by linarith, zero_mul _⟩⟩
```

With r = 2, u = 1 and v = 0, the state (1/√2, 1/√2, 0) is a ground state with two nonzero amplitudes. Hence v ≥ 0 does not guarantee single-wavevector order, and v ≤ 0 does not guarantee triple-wavevector order.

## v > −3u: the attraction stays bounded

This condition says that the quartic term still rises along equal amplitudes. At the state (a, a, a),

F = −3ra² + 3(3u + v)a⁴.

By hand, v > −3u was used for w > 0 in the second identity; in the proofs it appears as `hw`. If v ≤ −3u, the quartic term above is not positive, so F ≤ −3ra², which falls below any bound as a grows. For a given energy E, the proof chooses a with ra² = |E| + 1, which gives F ≤ −3(|E| + 1) < E.

```lean
/-- For `r > 0` and `v ≤ -3u`, the Landau energy is unbounded below. -/
theorem energy_unbounded {r u v : ℝ} (hr : 0 < r) (hv : v ≤ -3 * u) (E : ℝ) :
    ∃ Δ, energy r u v Δ < E := by
  obtain ⟨a, ha⟩ : ∃ a : ℝ, r * a ^ 2 = |E| + 1 :=
    ⟨√((|E| + 1) / r), by rw [Real.sq_sqrt (by positivity)]; field_simp⟩
  refine ⟨fun _ => a, ?_⟩
  -- along equal amplitudes the quartic term is not positive
  have e : energy r u v (fun _ => a) =
      -3 * (r * a ^ 2) - 3 * (-(3 * u + v) * (a ^ 2) ^ 2) := by
    simp only [energy, intensity, overlap]
    ring
  have hq : 0 ≤ -(3 * u + v) * (a ^ 2) ^ 2 := mul_nonneg (by linarith) (sq_nonneg _)
  rw [e, ha]
  linarith [neg_abs_le E, abs_nonneg E]

end

end ExcitonicDensityWave
```

```lean
#print axioms ExcitonicDensityWave.sign_selects_order
-- 'ExcitonicDensityWave.sign_selects_order' depends on axioms: [propext, Classical.choice, Quot.sound]
#print axioms ExcitonicDensityWave.groundState_iff_sphere
-- 'ExcitonicDensityWave.groundState_iff_sphere' depends on axioms: [propext, Classical.choice, Quot.sound]
#print axioms ExcitonicDensityWave.energy_unbounded
-- 'ExcitonicDensityWave.energy_unbounded' depends on axioms: [propext, Classical.choice, Quot.sound]
```

The boundary case r = u = 1, v = −3 already shows the failure: F = −3a² along equal amplitudes, so there is no ground state, and v ≥ −3u would not be enough for existence.
